# Antiresonant terms weaken but do not remove the low-frequency divergence of Lorentzian-broadened exciton spectra in velocity form

**A:** Take finitely many excitons with positive energies $E_s$ and nonnegative velocity strengths $f_s$, not all zero. Broaden each line into a Lorentzian of half-width $h>0$ and divide the spectrum by $w^2$, where $w$ is the photon frequency in energy units. As $w$ decreases to 0, the spectrum diverges. It grows as $1/w^2$ with resonant lines alone, and still as $1/w$ when the antiresonant lines are included.

**Q:** An insulator shouldn't absorb at zero frequency, so I suspect your model before I suspect the spectrum. What exactly is being summed?

**A:** The line shape is $L(x)=h/(x^2+h^2)$, where $x$ is the detuning. The resonant sum and the full sum are

$$R(w)=\sum_s f_s\,L(w-E_s),\qquad F(w)=\sum_s f_s\,\bigl[L(w-E_s)-L(w+E_s)\bigr].$$

The minus sign makes $F$ odd in $w$, as the absorptive part of a response function should be. The velocity spectra are $R(w)/w^2$ and $F(w)/w^2$. In the Lean file the excitons are labelled by a finite type `ι`, and `f` and `E` are real functions on it.

```lean
import Mathlib

open Filter Topology

namespace ExcitonVelocityPrefactor

noncomputable section

variable {ι : Type*} [Fintype ι]

/-- Lorentzian line of half-width `h` at detuning `x`, for `x` and `h` not both zero. -/
def lorentzian (h x : ℝ) : ℝ := h / (x ^ 2 + h ^ 2)

/-- Sum of resonant exciton lines with strengths `f` and energies `E`, for `h ≠ 0`. -/
def resonantSum (h : ℝ) (f E : ι → ℝ) (w : ℝ) : ℝ :=
  ∑ s, f s * lorentzian h (w - E s)

/-- Sum of resonant minus antiresonant exciton lines, for `h ≠ 0`. -/
def fullSum (h : ℝ) (f E : ι → ℝ) (w : ℝ) : ℝ :=
  ∑ s, f s * (lorentzian h (w - E s) - lorentzian h (w + E s))

/-- Resonant spectrum with the velocity prefactor `1 / w ^ 2`, for `w ≠ 0` and `h ≠ 0`. -/
def velocityResonant (h : ℝ) (f E : ι → ℝ) (w : ℝ) : ℝ := resonantSum h f E w / w ^ 2

/-- Spectrum with resonant and antiresonant lines and the velocity prefactor `1 / w ^ 2`,
for `w ≠ 0` and, if a line is met at its centre, `h ≠ 0`. -/
def velocityFull (h : ℝ) (f E : ι → ℝ) (w : ℝ) : ℝ := fullSum h f E w / w ^ 2
```

**Q:** Where are the usual prefactors? And is this Lorentzian normalised?

**A:** Its area is $\pi$, so $L/\pi$ is the line that replaces a delta function. That factor, the cell volume and the other positive constants multiply the whole spectrum and don't affect how it diverges. The strength $f_s$ stands for the squared modulus of a velocity matrix element between the ground state and exciton $s$, which is why it is taken as nonnegative wherever the sign matters.

**Q:** Then why divide by $w^2$ at all, if it causes trouble?

**A:** For a sharp line it causes none. Between eigenstates of the Hamiltonian that defines the velocity operator, a velocity matrix element is a dipole matrix element times the transition energy, up to a phase and units. Then $f_s=E_s^2d_s$ with dipole strength $d_s$; approximate excitons need not obey this exactly. A delta function at $w=E_s$ makes $1/w^2$ and $1/E_s^2$ interchangeable. A Lorentzian has a tail reaching $w=0$, and there they differ without bound.

**Q:** The antiresonant tail has the opposite sign. At $w=0$ the two cancel exactly. Why isn't that enough?

**A:** Because the cancellation is only of first order in $w$. Put the two lines over a common denominator:

$$L(w-E)-L(w+E)=h\,\frac{(w+E)^2-(w-E)^2}{\bigl((w-E)^2+h^2\bigr)\bigl((w+E)^2+h^2\bigr)}=w\,\frac{4hE}{\bigl((w-E)^2+h^2\bigr)\bigl((w+E)^2+h^2\bigr)}.$$

There is one factor of $w$ in the numerator, and the prefactor divides by $w^2$, so a factor $1/w$ is left. The identity is exact, and it is the first lemma. In its proof, `positivity` shows that the denominators are nonzero, `field_simp` clears them, and `ring` compares the numerators.

```lean
/-- For positive broadening, the resonant line minus the antiresonant line
has an explicit factor of the frequency `w`. -/
theorem lorentzian_sub {h : ℝ} (hh : 0 < h) (w E : ℝ) :
    lorentzian h (w - E) - lorentzian h (w + E) =
      w * (4 * h * E / (((w - E) ^ 2 + h ^ 2) * ((w + E) ^ 2 + h ^ 2))) := by
  have h1 : (w - E) ^ 2 + h ^ 2 ≠ 0 := by positivity
  have h2 : (w + E) ^ 2 + h ^ 2 ≠ 0 := by positivity
  unfold lorentzian
  field_simp
  ring
```

**Q:** Do the resonant lines alone first. I want to see the coefficient.

**A:** For $w>0$, multiplying the resonant velocity spectrum by $w^2$ gives back $R(w)$. This is continuous at $w=0$ because $h>0$ keeps every denominator positive. Hence

$$w^2\,\frac{R(w)}{w^2}=R(w)\;\longrightarrow\;\sum_s f_s\,\frac{h}{E_s^2+h^2}.$$

The coefficient is the sum of the Lorentzian tails at zero frequency. In Lean, `Tendsto … (𝓝[>] 0) (𝓝 c)` says that the function tends to `c` as its variable approaches 0 through positive values. The proof has the same three parts: `hc` is the continuity, `e` evaluates the sum at $w=0$, and the lines after `filter_upwards` cancel $w^2$ for positive $w$.

```lean
/-- For positive broadening, `w ^ 2` times the resonant velocity spectrum tends to the
sum of the Lorentzian tails at zero frequency as `w` decreases to zero. -/
theorem resonant_limit {h : ℝ} (hh : 0 < h) (f E : ι → ℝ) :
    Tendsto (fun w => w ^ 2 * velocityResonant h f E w) (𝓝[>] 0)
      (𝓝 (∑ s, f s * (h / (E s ^ 2 + h ^ 2)))) := by
  -- the broadened sum is continuous at zero frequency
  have hc : Continuous (fun w : ℝ => ∑ s, f s * (h / ((w - E s) ^ 2 + h ^ 2))) :=
    continuous_finsetSum _ fun s _ => continuous_const.mul
      (continuous_const.div (by fun_prop) (fun w => by positivity))
  have e : ∑ s, f s * (h / ((0 - E s) ^ 2 + h ^ 2)) =
      ∑ s, f s * (h / (E s ^ 2 + h ^ 2)) :=
    Finset.sum_congr rfl fun s _ => by
      rw [show (0 - E s) ^ 2 = E s ^ 2 by ring]
  rw [← e]
  refine Tendsto.congr' ?_ ((hc.tendsto 0).mono_left nhdsWithin_le_nhds)
  filter_upwards [self_mem_nhdsWithin] with w hw
  have hw0 : w ^ 2 ≠ 0 := pow_ne_zero 2 (Set.mem_Ioi.mp hw).ne'
  exact (mul_div_cancel₀ (resonantSum h f E w) hw0).symm.trans (by
    unfold velocityResonant
    ring)
```

**Q:** And with the antiresonant lines?

**A:** Now $F(w)$ is $w$ times a continuous sum, so one more factor of $w$ is enough to give a finite limit:

$$w\,\frac{F(w)}{w^2}=\sum_s f_s\,\frac{4hE_s}{\bigl((w-E_s)^2+h^2\bigr)\bigl((w+E_s)^2+h^2\bigr)}\;\longrightarrow\;\sum_s f_s\,\frac{4hE_s}{(E_s^2+h^2)^2}.$$

The Lean proof repeats the previous pattern. The new step is `hs`, which applies `lorentzian_sub` to each exciton and takes the common $w$ out of the sum. The remaining sum is then given the name `g`, so that the last cancellation involves only powers of $w$.

```lean
/-- For positive broadening, `w` times the full velocity spectrum tends to a finite sum
over excitons as `w` decreases to zero. -/
theorem full_limit {h : ℝ} (hh : 0 < h) (f E : ι → ℝ) :
    Tendsto (fun w => w * velocityFull h f E w) (𝓝[>] 0)
      (𝓝 (∑ s, f s * (4 * h * E s / (E s ^ 2 + h ^ 2) ^ 2))) := by
  have hc : Continuous (fun w : ℝ => ∑ s, f s *
      (4 * h * E s / (((w - E s) ^ 2 + h ^ 2) * ((w + E s) ^ 2 + h ^ 2)))) :=
    continuous_finsetSum _ fun s _ => continuous_const.mul
      (continuous_const.div (by fun_prop) (fun w => by positivity))
  have e : ∑ s, f s * (4 * h * E s /
      (((0 - E s) ^ 2 + h ^ 2) * ((0 + E s) ^ 2 + h ^ 2))) =
      ∑ s, f s * (4 * h * E s / (E s ^ 2 + h ^ 2) ^ 2) :=
    Finset.sum_congr rfl fun s _ => by
      rw [show ((0 - E s) ^ 2 + h ^ 2) * ((0 + E s) ^ 2 + h ^ 2) =
        (E s ^ 2 + h ^ 2) ^ 2 by ring]
  rw [← e]
  refine Tendsto.congr' ?_ ((hc.tendsto 0).mono_left nhdsWithin_le_nhds)
  filter_upwards [self_mem_nhdsWithin] with w hw
  have hw0 : w ≠ 0 := (Set.mem_Ioi.mp hw).ne'
  -- antiresonant lines cancel one power of the frequency
  have hs : fullSum h f E w = w * ∑ s, f s *
      (4 * h * E s / (((w - E s) ^ 2 + h ^ 2) * ((w + E s) ^ 2 + h ^ 2))) := by
    rw [fullSum, Finset.mul_sum]
    refine Finset.sum_congr rfl fun s _ => ?_
    rw [lorentzian_sub hh]
    ring
  rw [velocityFull, hs]
  generalize (∑ s, f s * (4 * h * E s /
    (((w - E s) ^ 2 + h ^ 2) * ((w + E s) ^ 2 + h ^ 2)))) = g
  field_simp
```

Neither limit needs a sign condition on `f` or `E`. For a single exciton of unit strength the coefficients are $h/(E^2+h^2)$ and $4hE/(E^2+h^2)^2$. The next theorem obtains them by taking the one-element type `Unit` as the set of excitons.

```lean
/-- The two low-frequency limits for one exciton of unit strength and positive broadening:
resonant line alone, and resonant minus antiresonant line. -/
theorem single_exciton_limits {h : ℝ} (hh : 0 < h) (E : ℝ) :
    Tendsto (fun w => w ^ 2 * (lorentzian h (w - E) / w ^ 2)) (𝓝[>] 0)
      (𝓝 (h / (E ^ 2 + h ^ 2))) ∧
    Tendsto (fun w => w * ((lorentzian h (w - E) - lorentzian h (w + E)) / w ^ 2)) (𝓝[>] 0)
      (𝓝 (4 * h * E / (E ^ 2 + h ^ 2) ^ 2)) := by
  have h1 := resonant_limit hh (fun _ : Unit => 1) (fun _ => E)
  have h2 := full_limit hh (fun _ : Unit => 1) (fun _ => E)
  simp only [velocityResonant, resonantSum, Finset.univ_unique, Finset.sum_singleton,
    one_mul] at h1
  simp only [velocityFull, fullSum, Finset.univ_unique, Finset.sum_singleton, one_mul] at h2
  exact ⟨h1, h2⟩
```

**Q:** A finite limit of $w$ times the spectrum doesn't show a divergence. The coefficient might be zero.

**A:** It might, and this is where the signs enter. For the resonant spectrum, every term $f_s\,h/(E_s^2+h^2)$ is nonnegative, and it is positive for any exciton with $f_s>0$. The coefficient is therefore positive. The spectrum is a quantity with a positive limit multiplied by $1/w^2$, so it tends to $+\infty$. In Lean, `hC` is the positivity of the coefficient, `hi` says that $1/w$ tends to $+\infty$, and `pos_mul_atTop` combines the two.

```lean
/-- With positive broadening and nonnegative strengths, not all zero, the resonant velocity
spectrum diverges to plus infinity as `w` decreases to zero. -/
theorem resonant_diverges {h : ℝ} (hh : 0 < h) (f E : ι → ℝ)
    (hf : ∀ s, 0 ≤ f s) (hpos : ∃ s, 0 < f s) :
    Tendsto (velocityResonant h f E) (𝓝[>] 0) atTop := by
  obtain ⟨a, ha⟩ := hpos
  have hC : 0 < ∑ s, f s * (h / (E s ^ 2 + h ^ 2)) :=
    Finset.sum_pos' (fun s _ => mul_nonneg (hf s) (by positivity))
      ⟨a, Finset.mem_univ a, mul_pos ha (by positivity)⟩
  have hi : Tendsto (fun w : ℝ => w⁻¹) (𝓝[>] 0) atTop := tendsto_inv_nhdsGT_zero
  refine Tendsto.congr' ?_
    ((resonant_limit hh f E).pos_mul_atTop hC (hi.atTop_mul_atTop₀ hi))
  filter_upwards [self_mem_nhdsWithin] with w hw
  have hw0 : w ≠ 0 := (Set.mem_Ioi.mp hw).ne'
  field_simp
```

For the full spectrum the terms are $f_s\,4hE_s/(E_s^2+h^2)^2$, and the growing factor is a single $1/w$.

```lean
/-- With positive broadening, positive energies and nonnegative strengths, not all zero, the
velocity spectrum with antiresonant lines still diverges to plus infinity as `w` decreases
to zero. -/
theorem full_diverges {h : ℝ} (hh : 0 < h) (f E : ι → ℝ) (hE : ∀ s, 0 < E s)
    (hf : ∀ s, 0 ≤ f s) (hpos : ∃ s, 0 < f s) :
    Tendsto (velocityFull h f E) (𝓝[>] 0) atTop := by
  obtain ⟨a, ha⟩ := hpos
  have hq : ∀ s, 0 < 4 * h * E s / (E s ^ 2 + h ^ 2) ^ 2 := fun s => by
    have := hE s
    positivity
  have hC : 0 < ∑ s, f s * (4 * h * E s / (E s ^ 2 + h ^ 2) ^ 2) :=
    Finset.sum_pos' (fun s _ => mul_nonneg (hf s) (hq s).le)
      ⟨a, Finset.mem_univ a, mul_pos ha (hq a)⟩
  have hi : Tendsto (fun w : ℝ => w⁻¹) (𝓝[>] 0) atTop := tendsto_inv_nhdsGT_zero
  refine Tendsto.congr' ?_ ((full_limit hh f E).pos_mul_atTop hC hi)
  filter_upwards [self_mem_nhdsWithin] with w hw
  have hw0 : w ≠ 0 := (Set.mem_Ioi.mp hw).ne'
  field_simp
```

**Q:** The second theorem also assumes positive energies. Is that for convenience?

**A:** It is the physical case of a stable ground state with a gap, and nonnegative energies would not be enough. If every $E_s$ is zero, each resonant line coincides with its antiresonant partner and $F$ vanishes identically.

**Q:** How much do the antiresonant terms help, then?

**A:** For one exciton, the exact factor above gives the ratio of the full to the resonant spectrum as $4wE/\bigl((w+E)^2+h^2\bigr)$. This ratio goes to zero linearly in $w$, so for $w$ far below $E$ the full spectrum is much smaller than the resonant one, but it still grows without bound. At unit strength and with $h$ much smaller than $E$, the coefficient of its $1/w$ growth is close to $4h/E^3$, so halving the broadening roughly halves that coefficient.

**Q:** Perhaps the Lorentzian is to blame. Its tails are notoriously long.

**A:** They set the size of the coefficient, not the power of $w$. Do the same calculation by hand with a Gaussian $G(x)=e^{-x^2/(2\sigma^2)}$ of width $\sigma>0$:

$$G(w-E)-G(w+E)=2\,e^{-(w^2+E^2)/(2\sigma^2)}\,\sinh\frac{wE}{\sigma^2}.$$

The hyperbolic sine again supplies one factor of $w$. So $w$ times the difference over $w^2$ tends to $(2E/\sigma^2)\,e^{-E^2/(2\sigma^2)}$. The $1/w$ growth is still there, with a coefficient that is exponentially small when $\sigma\ll E$, so a plot may well not show it. The Lean file treats only the Lorentzian.

**Q:** How do I know that the prefactor is responsible, and not the broadened sum itself?

**A:** Remove the prefactor and look again. In the length form, dipole strengths $d_s$ replace the $f_s$ and nothing is divided by $w^2$. The full sum then equals $w$ times a quantity with a finite limit, so it tends to zero. The Lean proof does exactly this: it multiplies `full_limit` by $w$ and simplifies. The theorem allows any real `d`, so it includes $d_s=f_s/E_s^2$, which puts each exciton's own energy where the photon frequency was.

```lean
/-- In the length form, with dipole strengths `d` and no frequency prefactor, the full
spectrum at positive broadening tends to zero as `w` decreases to zero. -/
theorem length_form_vanishes {h : ℝ} (hh : 0 < h) (d E : ι → ℝ) :
    Tendsto (fullSum h d E) (𝓝[>] 0) (𝓝 0) := by
  have hid : Tendsto (fun w : ℝ => w) (𝓝[>] 0) (𝓝 0) :=
    tendsto_id.mono_left nhdsWithin_le_nhds
  have ht := hid.mul (full_limit hh d E)
  rw [zero_mul] at ht
  refine Tendsto.congr' ?_ ht
  filter_upwards [self_mem_nhdsWithin] with w hw
  have hw0 : w ≠ 0 := (Set.mem_Ioi.mp hw).ne'
  unfold velocityFull
  field_simp
```

**Q:** And if I keep the prefactor but remove the broadening?

**A:** Then the gap clears as well. Fix a frequency $w>0$ below every $E_s$. Neither $w-E_s$ nor $w+E_s$ is zero, and for fixed $x\neq0$

$$L(x)=\frac{h}{x^2+h^2}\;\longrightarrow\;\frac{0}{x^2}=0\qquad\text{as } h \text{ decreases to } 0.$$

Every term of $F(w)$ vanishes in this limit, and dividing by the fixed number $w^2$ changes nothing. In the Lean proof `hL` is the statement for one line, `hsum` adds the lines, and `div_const` brings in the prefactor.

```lean
/-- At a fixed positive frequency below all exciton energies, the full velocity spectrum
tends to zero as the broadening decreases to zero. -/
theorem gap_clears_without_broadening (f E : ι → ℝ) {w : ℝ} (hw : 0 < w)
    (hgap : ∀ s, w < E s) :
    Tendsto (fun h => velocityFull h f E w) (𝓝[>] 0) (𝓝 0) := by
  -- away from its centre, each line disappears with its width
  have hL : ∀ x : ℝ, x ≠ 0 → Tendsto (fun h => lorentzian h x) (𝓝[>] 0) (𝓝 0) := by
    intro x hx
    have hc : ContinuousAt (fun h : ℝ => h / (x ^ 2 + h ^ 2)) 0 :=
      ContinuousAt.div (by fun_prop) (by fun_prop) (by simpa using hx)
    have ht := hc.tendsto.mono_left (nhdsWithin_le_nhds (s := Set.Ioi 0))
    rw [zero_div] at ht
    exact ht
  have hsum : Tendsto (fun h => fullSum h f E w) (𝓝[>] 0)
      (𝓝 (∑ s, f s * ((0 : ℝ) - 0))) := by
    refine tendsto_finsetSum _ fun s _ => ?_
    have hm : w - E s < 0 := by linarith [hgap s]
    have hp : 0 < w + E s := by linarith [hgap s]
    exact ((hL (w - E s) hm.ne).sub (hL (w + E s) hp.ne')).const_mul (f s)
  have ht := hsum.div_const (w ^ 2)
  simpa [velocityFull] using ht

end

end ExcitonVelocityPrefactor
```

```lean
#print axioms ExcitonVelocityPrefactor.single_exciton_limits
#print axioms ExcitonVelocityPrefactor.full_diverges
#print axioms ExcitonVelocityPrefactor.length_form_vanishes
#print axioms ExcitonVelocityPrefactor.gap_clears_without_broadening
```

```
'ExcitonVelocityPrefactor.single_exciton_limits' depends on axioms: [propext, Classical.choice, Quot.sound]
'ExcitonVelocityPrefactor.full_diverges' depends on axioms: [propext, Classical.choice, Quot.sound]
'ExcitonVelocityPrefactor.length_form_vanishes' depends on axioms: [propext, Classical.choice, Quot.sound]
'ExcitonVelocityPrefactor.gap_clears_without_broadening' depends on axioms: [propext, Classical.choice, Quot.sound]
```

**Q:** But you have just told me that the spectrum diverges for every $h>0$, and now that it goes to zero.

**A:** The limits are taken in different orders. At fixed $h$, going to small enough $w$ always finds the divergence. At fixed $w$ in the gap, a small enough $h$ suppresses it. Within this model, the divergence needs both the finite broadening and the $1/w^2$ prefactor.

**Q:** What should I take from this for an actual Bethe–Salpeter calculation?

**A:** If a spectrum built from finitely many positive-energy excitons with a common Lorentzian width rises towards zero frequency in velocity form, that rise alone is not evidence of absorption in the gap. The energies and strengths are inputs here: no Bethe–Salpeter Hamiltonian is diagonalised, and each antiresonant line is taken to mirror its resonant partner with the same strength. A continuum of states, a width that depends on frequency, and the intraband response of a metal would each need a separate treatment.
